# All components of a primitive Gaussian shell have the same mean-square radius

## From an exponent to a length

The exponent $a$ of a primitive Gaussian can be converted into a length, which gives a measure of how far the function extends. In three dimensions the conversion is

$$\langle r^2\rangle=\frac{2l+3}{4a},\qquad a=\frac{2l+3}{4R^2},$$

where $\langle r^2\rangle$ is the mean squared distance from the function's centre, weighted by the normalised square of the function, $l$ is the total power of the Cartesian prefactor and $R$ is the wanted root-mean-square radius. The values are $3/(4a)$ for an s function, $5/(4a)$ for a p function and $7/(4a)$ for a d function.

This conversion assigns one radius to a whole shell. That needs an argument, because the components have different shapes: $xy\,e^{-ar^2}$ has four lobes in a plane, while $x^2e^{-ar^2}$ is stretched along one axis. Their mean-square radii are nevertheless equal, and so are those of their non-zero real linear combinations.

## The shell and its radius in $d$ dimensions

Let $x=(x_1,\dots,x_d)$ and $r^2=\sum_i x_i^2$. For natural numbers $k=(k_1,\dots,k_d)$ the Cartesian Gaussian is

$$g_k(x)=\Big(\prod_i x_i^{k_i}\Big)e^{-ar^2},\qquad a>0.$$

The condition $a>0$ makes the function decay. Write $|k|=\sum_i k_i$. A shell consists of the functions with one exponent $a$ and one value $|k|=l$. Here $l$ is this total power, which need not be the angular momentum: the combination $(x^2+y^2+z^2)e^{-ar^2}$ belongs to the shell $l=2$ although it is spherically symmetric. Its mean-square radius is accordingly $7/(4a)$, not the $3/(4a)$ of the s function $e^{-ar^2}$.

For a finite real combination $\varphi=\sum_k c_k g_k$ within one shell, the result is

$$\int r^2\varphi^2=\frac{2l+d}{4a}\int\varphi^2 .$$

If $\varphi$ is not zero, division by $\int\varphi^2$ gives the mean-square radius. A constant factor in $\varphi$ cancels in this quotient, and normalisation constants of the single components can be absorbed into the $c_k$.

## Derivation from one-dimensional moments

**The recurrence.** Let $M_m=\int_{-\infty}^{\infty}t^m e^{-2at^2}\,dt$. The exponent is $2a$ because two Gaussians are multiplied. Differentiation gives

$$\frac{d}{dt}\Big(t^{m+1}e^{-2at^2}\Big)=(m+1)\,t^me^{-2at^2}-4a\,t^{m+2}e^{-2at^2}.$$

The function in brackets vanishes at both ends of the line, so the right-hand side integrates to zero and

$$M_{m+2}=\frac{m+1}{4a}\,M_m .$$

**Two components.** The product $g_kg_{k'}$ separates into one factor per coordinate, hence

$$\int g_kg_{k'}=\prod_i M_{k_i+k'_i}.$$

A factor $x_j^2$ raises the order of the $j$-th moment by two and leaves the others alone. By the recurrence,

$$\int x_j^2\,g_kg_{k'}=\frac{k_j+k'_j+1}{4a}\int g_kg_{k'} .$$

Summing over $j$ gives

$$\int r^2g_kg_{k'}=\frac{|k|+|k'|+d}{4a}\int g_kg_{k'} .$$

**The whole shell.** If $|k|=|k'|=l$, the factor is $(2l+d)/(4a)$ for every pair. Therefore

$$\int r^2\varphi^2=\sum_{k,k'}c_kc_{k'}\int r^2g_kg_{k'}=\frac{2l+d}{4a}\sum_{k,k'}c_kc_{k'}\int g_kg_{k'}=\frac{2l+d}{4a}\int\varphi^2 .$$

Orthogonality is not used. Components such as $x^2e^{-ar^2}$ and $y^2e^{-ar^2}$ do overlap, and their cross terms carry the same factor as the diagonal ones.

**A single component.** The norm $\int g_k^2=\prod_iM_{2k_i}$ is positive, since $M_0=\sqrt{\pi/(2a)}>0$ and the recurrence preserves positivity in steps of two. The quotient is then $(2|k|+d)/(4a)$. For fixed $a$ and $d$ it determines $|k|$, so two components with the same exponent have equal radii exactly when their total powers agree.

## A mixture of shells

Take $d=1$, $a=\tfrac14$ and $\varphi(x)=(1+x)e^{-x^2/4}$, which mixes total powers 0 and 1. The recurrence gives $M_2=M_0$ and $M_4=3M_0$, and the odd moments vanish. Hence $\int\varphi^2=2M_0$ and $\int x^2\varphi^2=4M_0$, so the mean-square radius is 2. The formula would require $2l+1=2$, which no natural number $l$ satisfies. The identity therefore does not extend to all combinations of Cartesian Gaussians with a common exponent.

## The statement in Lean

A point is a function `Fin d → ℝ`, which lists its $d$ coordinates, and integrals use Lebesgue measure. The functions are centred at the origin, so the radius is measured from the function's own centre.

- `radiusSq x` is $r^2$, and `gto a k` is the unnormalised $g_k$.
- `combination a s c` is $\varphi$. The finite set `s` lists the power vectors, and `c` gives their real coefficients.
- `moment a m` is $M_m$, with $2a$ in its exponential.
- `meanSquareRadius f` is $\int r^2f^2/\int f^2$.

The theorem `shell_radius` assumes `0 < a` and, through `hs`, that every power vector in `s` has sum `l`. Its conclusion is the identity between integrals, without a division, so it also holds for $\varphi=0$. The theorem `meanSquareRadius_gto` states that a single component has positive squared norm and gives its radius as a quotient. The theorem `meanSquareRadius_eq_iff` compares two single components at a common exponent. All three allow any natural `d`, including zero.

For electronic structure, the result describes uncontracted primitives, including the real pure spherical functions built from one Cartesian shell. The step from here to a contracted basis function needs more: its primitives have different exponents, and the hypotheses allow only one.

The function $\varphi$ could also be modelled as $P(x)e^{-ar^2}$ with $P$ a homogeneous polynomial of degree $l$. The set `s` and the coefficients `c` would then disappear from the statement, and a scaling argument in $a$ could replace the expansion into pairs. The individual Cartesian overlaps would no longer appear along the way.

## The Lean file

```lean
import Mathlib

open MeasureTheory

namespace GaussianShellRadius

noncomputable section

variable {d : ℕ} {a : ℝ}

/-- The squared distance from the origin in `d` dimensions. -/
def radiusSq (x : Fin d → ℝ) : ℝ := ∑ i, x i ^ 2

/-- The unnormalised Cartesian Gaussian with exponent `a` and powers `k i`. -/
def gto (a : ℝ) (k : Fin d → ℕ) (x : Fin d → ℝ) : ℝ :=
  (∏ i, x i ^ k i) * Real.exp (-a * radiusSq x)

/-- The linear combination, with coefficients `c`, of the Cartesian Gaussians whose powers
are listed in `s`. -/
def combination (a : ℝ) (s : Finset (Fin d → ℕ)) (c : (Fin d → ℕ) → ℝ)
    (x : Fin d → ℝ) : ℝ := ∑ k ∈ s, c k * gto a k x

/-- The mean-square radius of a real function `f` whose square has a finite, non-zero integral
and a finite second moment. -/
def meanSquareRadius (f : (Fin d → ℝ) → ℝ) : ℝ :=
  (∫ x, radiusSq x * f x ^ 2) / ∫ x, f x ^ 2

/-- The one-dimensional moment of order `m` of the Gaussian `exp (-2 a t²)`, for `a > 0`. -/
def moment (a : ℝ) (m : ℕ) : ℝ := ∫ t : ℝ, t ^ m * Real.exp (-(2 * a) * t ^ 2)

/-- For `a > 0` and every natural number `m`, the function `t ^ m * exp (-2 a t²)` is integrable on
the line. -/
theorem moment_integrable (ha : 0 < a) (m : ℕ) :
    Integrable (fun t : ℝ => t ^ m * Real.exp (-(2 * a) * t ^ 2)) := by
  have hm : (-1 : ℝ) < (m : ℝ) := by
    have : (0 : ℝ) ≤ (m : ℝ) := Nat.cast_nonneg m
    linarith
  have h := integrable_rpow_mul_exp_neg_mul_sq (b := 2 * a) (by positivity) hm
  simpa only [Real.rpow_natCast] using h

/-- For `a > 0`, raising the order of a Gaussian moment by two multiplies it by
`(m + 1) / (4 a)`. -/
theorem moment_recurrence (ha : 0 < a) (m : ℕ) :
    moment a (m + 2) = ((m : ℝ) + 1) / (4 * a) * moment a m := by
  have hd : ∀ t : ℝ, HasDerivAt (fun y : ℝ => y ^ (m + 1) * Real.exp (-(2 * a) * y ^ 2))
      (((m : ℝ) + 1) * (t ^ m * Real.exp (-(2 * a) * t ^ 2))
        - 4 * a * (t ^ (m + 2) * Real.exp (-(2 * a) * t ^ 2))) t := by
    intro t
    have h2 := ((hasDerivAt_pow 2 t).const_mul (-(2 * a))).exp
    refine ((hasDerivAt_pow (m + 1) t).fun_mul h2).congr_deriv ?_
    simp only [Nat.add_sub_cancel, Nat.cast_ofNat, Nat.reduceSub, pow_one, Nat.cast_add,
      Nat.cast_one]
    ring
  have i1 := (moment_integrable ha m).const_mul ((m : ℝ) + 1)
  have i2 := (moment_integrable ha (m + 2)).const_mul (4 * a)
  -- the boundary terms vanish, so the derivative integrates to zero
  have h0 := integral_eq_zero_of_hasDerivAt_of_integrable hd (i1.sub i2)
    (moment_integrable ha (m + 1))
  rw [integral_sub i1 i2, integral_const_mul, integral_const_mul] at h0
  change ((m : ℝ) + 1) * moment a m - 4 * a * moment a (m + 2) = 0 at h0
  rw [div_mul_eq_mul_div, eq_div_iff (by positivity)]
  linarith

/-- For `a > 0`, the product of two Cartesian Gaussians is integrable, and their overlap is a
product of one-dimensional moments. -/
theorem overlap (ha : 0 < a) (k k' : Fin d → ℕ) :
    Integrable (fun x => gto a k x * gto a k' x) ∧
    ∫ x, gto a k x * gto a k' x = ∏ i, moment a (k i + k' i) := by
  have h : (fun x => gto a k x * gto a k' x) = fun x : Fin d → ℝ =>
      ∏ i, (x i ^ (k i + k' i) * Real.exp (-(2 * a) * x i ^ 2)) := by
    funext x
    have h1 : ∏ i, x i ^ (k i + k' i) = (∏ i, x i ^ k i) * ∏ i, x i ^ k' i := by
      rw [← Finset.prod_mul_distrib]
      exact Finset.prod_congr rfl fun i _ => pow_add _ _ _
    have h2 : ∏ i, Real.exp (-(2 * a) * x i ^ 2)
        = Real.exp (-a * radiusSq x) * Real.exp (-a * radiusSq x) := by
      rw [← Real.exp_sum, ← Finset.mul_sum, ← Real.exp_add]
      congr 1
      unfold radiusSq
      ring
    rw [Finset.prod_mul_distrib, h1, h2]
    unfold gto
    ring
  rw [h]
  constructor
  · rw [volume_pi]
    exact Integrable.fintype_prod
      (f := fun i (t : ℝ) => t ^ (k i + k' i) * Real.exp (-(2 * a) * t ^ 2))
      fun i => moment_integrable ha _
  · exact integral_fintype_prod_volume_eq_prod
      (fun i (t : ℝ) => t ^ (k i + k' i) * Real.exp (-(2 * a) * t ^ 2))

/-- Multiplying a Cartesian Gaussian by `x_j²` raises its `j`-th power by two. -/
theorem sq_mul_gto (k : Fin d → ℕ) (j : Fin d) (x : Fin d → ℝ) :
    x j ^ 2 * gto a k x = gto a (k + Pi.single j 2) x := by
  have h1 : ∏ i, x i ^ (Pi.single j 2 : Fin d → ℕ) i = x j ^ 2 := by
    rw [Finset.prod_eq_single j]
    · simp
    · intro i _ hi
      simp [hi]
    · simp
  have h2 : ∏ i, x i ^ (k + Pi.single j 2 : Fin d → ℕ) i = (∏ i, x i ^ k i) * x j ^ 2 := by
    rw [← h1, ← Finset.prod_mul_distrib]
    exact Finset.prod_congr rfl fun i _ => pow_add (x i) (k i) _
  unfold gto
  rw [h2]
  ring

/-- For `a > 0`, the matrix element of `x_j²` between two Cartesian Gaussians is their overlap
times `(k_j + k'_j + 1) / (4 a)`. -/
theorem integral_coordinate_sq (ha : 0 < a) (k k' : Fin d → ℕ) (j : Fin d) :
    ∫ x, x j ^ 2 * (gto a k x * gto a k' x)
      = ((k j : ℝ) + k' j + 1) / (4 * a) * ∫ x, gto a k x * gto a k' x := by
  simp_rw [← mul_assoc, sq_mul_gto]
  rw [(overlap ha _ _).2, (overlap ha _ _).2]
  -- only the factor belonging to the direction `j` changes
  have key : ∀ K : Fin d → ℕ, K j = k j + 2 → (∀ i, i ≠ j → K i = k i) →
      ∏ i, moment a (K i + k' i)
        = ((k j : ℝ) + k' j + 1) / (4 * a) * ∏ i, moment a (k i + k' i) := by
    intro K hKj hK
    have p (q : Fin d → ℕ) : moment a (q j + k' j)
        * ∏ i ∈ Finset.univ.erase j, moment a (q i + k' i) = ∏ i, moment a (q i + k' i) :=
      Finset.mul_prod_erase Finset.univ (fun i => moment a (q i + k' i)) (Finset.mem_univ j)
    have he : ∏ i ∈ Finset.univ.erase j, moment a (K i + k' i)
        = ∏ i ∈ Finset.univ.erase j, moment a (k i + k' i) :=
      Finset.prod_congr rfl fun i hi => by rw [hK i (Finset.ne_of_mem_erase hi)]
    rw [← p K, ← p k, he, hKj, show k j + 2 + k' j = k j + k' j + 2 by omega,
      moment_recurrence ha, Nat.cast_add, mul_assoc]
  refine key _ ?_ ?_
  · simp
  · intro i hi
    simp [hi]

/-- For `a > 0`, the matrix element of `r²` between two Cartesian Gaussians exists and is their
overlap times a factor that depends only on the two total powers, `a` and `d`. -/
theorem integral_radiusSq (ha : 0 < a) (k k' : Fin d → ℕ) :
    Integrable (fun x => radiusSq x * (gto a k x * gto a k' x)) ∧
    ∫ x, radiusSq x * (gto a k x * gto a k' x)
      = (((∑ i, k i : ℕ) : ℝ) + ((∑ i, k' i : ℕ) : ℝ) + d) / (4 * a)
        * ∫ x, gto a k x * gto a k' x := by
  have hi : ∀ j ∈ (Finset.univ : Finset (Fin d)),
      Integrable (fun x : Fin d → ℝ => x j ^ 2 * (gto a k x * gto a k' x)) := by
    intro j _
    simp_rw [← mul_assoc, sq_mul_gto]
    exact (overlap ha _ _).1
  simp_rw [radiusSq, Finset.sum_mul]
  refine ⟨integrable_finsetSum _ hi, ?_⟩
  rw [integral_finsetSum _ hi]
  simp_rw [integral_coordinate_sq ha]
  rw [← Finset.sum_mul, ← Finset.sum_div]
  simp [Finset.sum_add_distrib]

/-- For `a > 0`, every real linear combination `φ` of Cartesian Gaussians of one shell, all with
total power `l`, satisfies `∫ r² φ² = (2 l + d) / (4 a) ∫ φ²`. -/
theorem shell_radius (ha : 0 < a) (l : ℕ) (s : Finset (Fin d → ℕ))
    (hs : ∀ k ∈ s, ∑ i, k i = l) (c : (Fin d → ℕ) → ℝ) :
    ∫ x, radiusSq x * combination a s c x ^ 2
      = (2 * (l : ℝ) + d) / (4 * a) * ∫ x, combination a s c x ^ 2 := by
  -- expand the density into products of pairs of components
  have hsq : ∀ x, combination a s c x ^ 2
      = ∑ p ∈ s ×ˢ s, (c p.1 * c p.2) * (gto a p.1 x * gto a p.2 x) := by
    intro x
    rw [combination, sq, Finset.sum_mul_sum, Finset.sum_product]
    refine Finset.sum_congr rfl fun k _ => Finset.sum_congr rfl fun k' _ => ?_
    change c k * gto a k x * (c k' * gto a k' x) = c k * c k' * (gto a k x * gto a k' x)
    ring
  have hr : ∀ x, radiusSq x * combination a s c x ^ 2
      = ∑ p ∈ s ×ˢ s, (c p.1 * c p.2) * (radiusSq x * (gto a p.1 x * gto a p.2 x)) := by
    intro x
    rw [hsq, Finset.mul_sum]
    exact Finset.sum_congr rfl fun p _ => by ring
  simp_rw [hr, hsq]
  rw [integral_finsetSum _ (fun p _ => (integral_radiusSq ha p.1 p.2).1.const_mul _),
    integral_finsetSum _ (fun p _ => (overlap ha p.1 p.2).1.const_mul _), Finset.mul_sum]
  refine Finset.sum_congr rfl fun p hp => ?_
  -- within a shell every pair carries the same factor
  rw [integral_const_mul, integral_const_mul, (integral_radiusSq ha p.1 p.2).2,
    hs p.1 (Finset.mem_product.mp hp).1, hs p.2 (Finset.mem_product.mp hp).2]
  ring

/-- For `a > 0`, a single Cartesian Gaussian has positive squared norm, and its mean-square
radius is `(2 l + d) / (4 a)` with `l` the sum of its powers. -/
theorem meanSquareRadius_gto (ha : 0 < a) (k : Fin d → ℕ) :
    0 < ∫ x, gto a k x ^ 2 ∧
    meanSquareRadius (gto a k) = (2 * ((∑ i, k i : ℕ) : ℝ) + d) / (4 * a) := by
  have hm : ∀ n : ℕ, 0 < moment a (n + n) := by
    intro n
    induction n with
    | zero =>
      simp only [moment, Nat.add_zero, pow_zero, one_mul]
      rw [integral_gaussian]
      positivity
    | succ n ih =>
      rw [show n + 1 + (n + 1) = n + n + 2 by omega, moment_recurrence ha]
      positivity
  have hpos : 0 < ∫ x, gto a k x ^ 2 := by
    simp_rw [sq]
    rw [(overlap ha k k).2]
    exact Finset.prod_pos fun i _ => hm (k i)
  refine ⟨hpos, ?_⟩
  have h := (integral_radiusSq ha k k).2
  simp only [← sq] at h
  rw [meanSquareRadius, h, mul_div_assoc, div_self hpos.ne']
  ring

/-- At a common exponent `a > 0`, two Cartesian Gaussians have the same mean-square radius
exactly when their powers have the same sum. -/
theorem meanSquareRadius_eq_iff (ha : 0 < a) (k k' : Fin d → ℕ) :
    meanSquareRadius (gto a k) = meanSquareRadius (gto a k') ↔ ∑ i, k i = ∑ i, k' i := by
  rw [(meanSquareRadius_gto ha k).2, (meanSquareRadius_gto ha k').2,
    div_left_inj' (by positivity)]
  exact ⟨fun h => Nat.cast_injective (R := ℝ) (by linarith), fun h => by rw [h]⟩

end

end GaussianShellRadius
```

```lean
#print axioms GaussianShellRadius.shell_radius
-- 'GaussianShellRadius.shell_radius' depends on axioms: [propext, Classical.choice, Quot.sound]
#print axioms GaussianShellRadius.meanSquareRadius_eq_iff
-- 'GaussianShellRadius.meanSquareRadius_eq_iff' depends on axioms: [propext, Classical.choice, Quot.sound]
```

## How the lemmas carry the calculation

`moment_integrable` obtains the integrability of $t^me^{-2at^2}$ from a Mathlib result for real powers greater than $-1$.

`moment_recurrence` is the integration by parts. Its step `hd` computes the derivative displayed above. The Mathlib theorem `integral_eq_zero_of_hasDerivAt_of_integrable` then replaces the inspection of boundary terms: if a function and its derivative are both integrable on the line, the derivative integrates to zero. The remaining lines solve for $M_{m+2}$.

`overlap` first rewrites $g_kg_{k'}$ as a product over coordinates. Mathlib's theorems on product measures then give both integrability and the factorised integral.

`sq_mul_gto` expresses multiplication by $x_j^2$ as a change of powers from `k` to `k + Pi.single j 2`, where `Pi.single j 2` is 2 in position `j` and 0 elsewhere. The integral with $x_j^2$ is thereby another overlap, and `integral_coordinate_sq` can compare two products of moments. Its inner statement `key` splits off the factor for direction `j`, applies the recurrence to it, and checks that the other factors agree.

`integral_radiusSq` sums over `j`. It also proves that each integrand is integrable, which justifies exchanging the finite sum with the integral.

`shell_radius` expands $\varphi^2$ over the pairs in `s ×ˢ s`; this is the double sum over $k$ and $k'$. After the integral has been moved inside, `hs` is applied to both members of each pair, and the factor becomes $(2l+d)/(4a)$.

`meanSquareRadius_gto` proves $M_{2n}>0$ by induction on $n$, starting from the Gaussian integral and continuing with the recurrence. The product of these moments is the squared norm, so the division is legitimate. It takes the radius from `integral_radiusSq` with both power vectors equal to `k`. Finally, `meanSquareRadius_eq_iff` inserts this value on both sides, cancels the common denominator $4a$, and returns from an equation between real numbers to one between natural numbers.
